# Szegő polynomials with recursion coefficients in the open unit disc have all their zeros inside the unit circle

For a complex number $\alpha_0$ with $|\alpha_0|<1$, the functions $f_1(z)=z-\overline{\alpha_0}$ and $g_1(z)=1-\alpha_0 z$ satisfy $|g_1(z)|^2-|f_1(z)|^2=(1-|\alpha_0|^2)(1-|z|^2)$, so $g_1$ is the larger in modulus when $|z|<1$, and the only zero of $f_1$ lies inside the unit circle. The Lean file below extends both facts to every later pair produced by the Szegő recursion.

```lean
import Mathlib

open ComplexConjugate

namespace SzegoRecursion

noncomputable section

/-- The pair of Szegő polynomials at the point `z`, generated from `(1, 1)` by the
Szegő recursion with coefficients `α`. -/
def szego (α : ℕ → ℂ) (z : ℂ) : ℕ → ℂ × ℂ
  | 0 => (1, 1)
  | n + 1 =>
    (z * (szego α z n).1 - conj (α n) * (szego α z n).2,
     (szego α z n).2 - α n * (z * (szego α z n).1))

/-- The monic Szegő polynomial of degree `n`, evaluated at `z`. -/
def phi (α : ℕ → ℂ) (n : ℕ) (z : ℂ) : ℂ := (szego α z n).1

/-- The companion (reversed) Szegő polynomial of index `n`, evaluated at `z`. -/
def phiStar (α : ℕ → ℂ) (n : ℕ) (z : ℂ) : ℂ := (szego α z n).2

/-- The sum of the squared moduli of the first `n` Szegő polynomials at `z`, each weighted by a
product of factors `1 - |α_j|²`, taken over `k ≤ j < n` for the polynomial of degree `k`. -/
def kernelSum (α : ℕ → ℂ) (n : ℕ) (z : ℂ) : ℝ :=
  ∑ k ∈ Finset.range n, (∏ j ∈ Finset.Ico k n, (1 - ‖α j‖ ^ 2)) * ‖phi α k z‖ ^ 2

/-- The recursion step for the monic polynomial. -/
theorem phi_succ (α : ℕ → ℂ) (n : ℕ) (z : ℂ) :
    phi α (n + 1) z = z * phi α n z - conj (α n) * phiStar α n z := rfl

/-- The recursion step for the companion polynomial. -/
theorem phiStar_succ (α : ℕ → ℂ) (n : ℕ) (z : ℂ) :
    phiStar α (n + 1) z = phiStar α n z - α n * (z * phi α n z) := rfl

/-- After one recursion step from `(f, g)` with coefficient `a`, the squared modulus of the new
companion value minus that of the new monic value is `1 - |a|²` times `|g|² - |z f|²`. -/
theorem step_identity (a z f g : ℂ) :
    ‖g - a * (z * f)‖ ^ 2 - ‖z * f - conj a * g‖ ^ 2
      = (1 - ‖a‖ ^ 2) * (‖g‖ ^ 2 - ‖z‖ ^ 2 * ‖f‖ ^ 2) := by
  simp only [← Complex.normSq_eq_norm_sq, Complex.normSq_apply, Complex.sub_re,
    Complex.sub_im, Complex.mul_re, Complex.mul_im, Complex.conj_re, Complex.conj_im]
  ring

/-- Christoffel–Darboux identity on the diagonal: the difference of the squared moduli of the
two polynomials is `1 - |z|²` times the weighted sum over lower degrees. -/
theorem christoffel_darboux (α : ℕ → ℂ) (n : ℕ) (z : ℂ) :
    ‖phiStar α n z‖ ^ 2 - ‖phi α n z‖ ^ 2 = (1 - ‖z‖ ^ 2) * kernelSum α n z := by
  induction n with
  | zero => simp [phi, phiStar, szego, kernelSum]
  | succ n ih =>
    -- the weighted sum obeys a one-step recursion of its own
    have hS : kernelSum α (n + 1) z
        = (1 - ‖α n‖ ^ 2) * (kernelSum α n z + ‖phi α n z‖ ^ 2) := by
      unfold kernelSum
      rw [Finset.sum_range_succ, Finset.prod_Ico_succ_top le_rfl, Finset.Ico_self,
        Finset.prod_empty, one_mul, mul_add, Finset.mul_sum]
      congr 1
      apply Finset.sum_congr rfl
      intro k hk
      rw [Finset.prod_Ico_succ_top (Finset.mem_range.mp hk).le]
      ring
    rw [phi_succ, phiStar_succ, step_identity, hS]
    linear_combination (1 - ‖α n‖ ^ 2) * ih

/-- For coefficients in the open unit disc the weighted sum is positive from `n = 1` on. -/
theorem kernelSum_pos {α : ℕ → ℂ} (hα : ∀ n, ‖α n‖ < 1) {n : ℕ} (hn : 0 < n) (z : ℂ) :
    0 < kernelSum α n z := by
  have hw : ∀ k, 0 < ∏ j ∈ Finset.Ico k n, (1 - ‖α j‖ ^ 2) := by
    intro k
    apply Finset.prod_pos
    intro j _
    nlinarith [norm_nonneg (α j), hα j]
  unfold kernelSum
  apply Finset.sum_pos'
  · intro k _
    exact mul_nonneg (hw k).le (sq_nonneg _)
  · -- the constant polynomial already contributes a positive term
    refine ⟨0, Finset.mem_range.mpr hn, ?_⟩
    have h0 : phi α 0 z = 1 := rfl
    rw [h0, norm_one, one_pow, mul_one]
    exact hw 0

/-- If all coefficients lie in the open unit disc, then at every point `z` of that disc the
companion polynomial is strictly larger in modulus than the monic Szegő polynomial, for every degree
at least one. -/
theorem norm_phi_lt_norm_phiStar {α : ℕ → ℂ} (hα : ∀ n, ‖α n‖ < 1) {n : ℕ} (hn : 0 < n)
    {z : ℂ} (hz : ‖z‖ < 1) : ‖phi α n z‖ < ‖phiStar α n z‖ := by
  by_contra h
  have h2 := pow_le_pow_left₀ (norm_nonneg _) (not_lt.mp h) 2
  have hz2 : 0 < 1 - ‖z‖ ^ 2 := by nlinarith [norm_nonneg z]
  have h3 := mul_pos hz2 (kernelSum_pos hα hn z)
  linarith [christoffel_darboux α n z]

/-- If all coefficients lie in the open unit disc, then so do all zeros of the Szegő polynomials:
`phi` vanishes nowhere on or outside the unit circle. -/
theorem phi_ne_zero {α : ℕ → ℂ} (hα : ∀ n, ‖α n‖ < 1) (n : ℕ) {z : ℂ} (hz : 1 ≤ ‖z‖) :
    phi α n z ≠ 0 := by
  induction n with
  | zero => simp [phi, szego]
  | succ n ih =>
    intro h0
    -- outside the disc the monic polynomial dominates its companion
    have hle : ‖phiStar α n z‖ ≤ ‖phi α n z‖ := by
      rcases Nat.eq_zero_or_pos n with rfl | hn
      · simp [phi, phiStar, szego]
      · by_contra h
        have h2 := pow_lt_pow_left₀ (not_le.mp h) (norm_nonneg _) two_ne_zero
        have hz2 : 0 ≤ ‖z‖ ^ 2 - 1 := by nlinarith
        have h3 := mul_nonneg hz2 (kernelSum_pos hα hn z).le
        linarith [christoffel_darboux α n z]
    -- a zero at the next degree would force equality of two unequal moduli
    rw [phi_succ] at h0
    have e : ‖z‖ * ‖phi α n z‖ = ‖α n‖ * ‖phiStar α n z‖ := by
      have := congrArg norm (sub_eq_zero.mp h0)
      simpa only [norm_mul, RCLike.norm_conj] using this
    have hp : 0 < ‖phi α n z‖ := norm_pos_iff.mpr ih
    have h1 := mul_le_mul_of_nonneg_left hle (norm_nonneg (α n))
    nlinarith [mul_pos (sub_pos.mpr (hα n)) hp, mul_nonneg (sub_nonneg.mpr hz) hp.le]

/-- Reflection in the unit circle, `w = 1 / conj z`, exchanges the two Szegő polynomials up to
complex conjugation and the factor `z ^ n`. -/
theorem reflection (α : ℕ → ℂ) (n : ℕ) {z w : ℂ} (h : z * conj w = 1) :
    phiStar α n z = z ^ n * conj (phi α n w) ∧
      phi α n z = z ^ n * conj (phiStar α n w) := by
  induction n with
  | zero => simp [phi, phiStar, szego]
  | succ n ih =>
    obtain ⟨ih1, ih2⟩ := ih
    simp only [phi_succ, phiStar_succ, map_sub, map_mul, Complex.conj_conj]
    constructor
    · linear_combination ih1 - α n * z * ih2 - z ^ n * conj (phi α n w) * h
    · linear_combination z * ih2 - conj (α n) * ih1
        + conj (α n) * z ^ n * conj (phi α n w) * h

/-- If all coefficients lie in the open unit disc, the companion polynomial has no zero in the
closed unit disc. -/
theorem phiStar_ne_zero {α : ℕ → ℂ} (hα : ∀ n, ‖α n‖ < 1) (n : ℕ) {z : ℂ}
    (hz : ‖z‖ ≤ 1) : phiStar α n z ≠ 0 := by
  by_cases h0 : z = 0
  · -- at the origin the companion polynomial keeps its initial value
    subst h0
    have h1 : phiStar α n 0 = 1 := by
      induction n with
      | zero => rfl
      | succ n ih => rw [phiStar_succ, ih]; ring
    rw [h1]
    exact one_ne_zero
  · -- elsewhere, reflect to a point on or outside the circle
    have hw : z * conj (conj z⁻¹) = 1 := by
      rw [Complex.conj_conj, mul_inv_cancel₀ h0]
    have hn : 1 ≤ ‖conj z⁻¹‖ := by
      rw [RCLike.norm_conj, norm_inv]
      exact (one_le_inv₀ (norm_pos_iff.mpr h0)).mpr hz
    rw [(reflection α n hw).1]
    exact mul_ne_zero (pow_ne_zero n h0)
      ((map_ne_zero (starRingEnd ℂ)).mpr (phi_ne_zero hα n hn))

/-- The Szegő polynomial of degree one vanishes exactly at the conjugate of the first
recursion coefficient. -/
theorem phi_one_eq_zero_iff (α : ℕ → ℂ) (z : ℂ) : phi α 1 z = 0 ↔ z = conj (α 0) := by
  simp [phi, szego, sub_eq_zero]

end

end SzegoRecursion
```

```lean
#print axioms SzegoRecursion.norm_phi_lt_norm_phiStar
#print axioms SzegoRecursion.phi_ne_zero
#print axioms SzegoRecursion.phiStar_ne_zero
#print axioms SzegoRecursion.phi_one_eq_zero_iff
```

```
'SzegoRecursion.norm_phi_lt_norm_phiStar' depends on axioms: [propext, Classical.choice, Quot.sound]
'SzegoRecursion.phi_ne_zero' depends on axioms: [propext, Classical.choice, Quot.sound]
'SzegoRecursion.phiStar_ne_zero' depends on axioms: [propext, Classical.choice, Quot.sound]
'SzegoRecursion.phi_one_eq_zero_iff' depends on axioms: [propext, Classical.choice, Quot.sound]
```

## The recursion and the three inequalities

The input is a sequence of complex numbers $\alpha_0,\alpha_1,\dots$, often called Verblunsky coefficients. Starting from $f_0=g_0=1$, the recursion is

$$
f_{n+1}(z)=z f_n(z)-\overline{\alpha_n}\,g_n(z),\qquad
g_{n+1}(z)=g_n(z)-\alpha_n z f_n(z).
$$

In Lean, `szego α z n` is the pair $(f_n(z),g_n(z))$, and `phi α n z` and `phiStar α n z` are its two components. The coefficients are a function `α : ℕ → ℂ`, complex conjugation is `conj`, and the modulus is the norm `‖·‖`. The conjugate sits on $\alpha_n$ in the first line of the recursion; texts differ in this convention and in the sign.

Under the hypothesis `∀ n, ‖α n‖ < 1`, the main statements are:

- `norm_phi_lt_norm_phiStar`: if $|z|<1$ and $n\ge 1$, then $|f_n(z)|<|g_n(z)|$.
- `phi_ne_zero`: if $|z|\ge 1$, then $f_n(z)\ne 0$ for every $n\ge 0$. The circle itself is included.
- `phiStar_ne_zero`: if $|z|\le 1$, then $g_n(z)\ne 0$ for every $n\ge 0$.

The hypothesis is imposed on the whole sequence, although $f_n$ and $g_n$ depend only on $\alpha_0,\dots,\alpha_{n-1}$. A finite list of admissible coefficients can therefore be continued by zeros without changing the functions of interest.

The file works with values of functions at a point and not with Mathlib's polynomial type. It introduces no measure on the circle and no inner product, so the orthogonality by which these polynomials are usually defined plays no part in the proofs.

## Krylov spaces of a unitary time step

The recursion arises in quantum mechanics when a unitary operator $U$, such as the evolution over one period of a driven system, acts repeatedly on a normalised state $\psi$. Orthogonalising $\psi,U\psi,U^2\psi,\dots$ in this order produces vectors $f_n(U)\psi$, where $f_n$ is the monic Szegő polynomial of the spectral measure of $\psi$. The squared norm of this vector changes by the factor $1-|\alpha_n|^2$ from $n$ to $n+1$. The condition $|\alpha_n|<1$ thus means that the next application of $U$ still leads out of the space already spanned. In a finite-dimensional system this stops at some step, where the coefficient reaches modulus one.

The zeros of $f_n$ are the eigenvalues of $U$ compressed to the span of the first $n$ vectors. For a single starting state, exact arithmetic and a Krylov space that has not yet closed, their location inside the circle means that every eigenmode of the compressed time step decays, even though the full evolution is unitary. This reading rests on the standard link between unitary operators and the recursion, which the file does not formalise.

## One step of the recursion

Fix $z$, write $f,g$ for the current values and $a$ for the current coefficient, and put $u=zf$. Expanding the two squared moduli gives

$$
\begin{aligned}
|g-au|^2&=|g|^2+|a|^2|u|^2-2\,\mathrm{Re}(\overline{g}\,a\,u),\\
|u-\overline a\,g|^2&=|u|^2+|a|^2|g|^2-2\,\mathrm{Re}(\overline u\,\overline a\,g).
\end{aligned}
$$

The quantities inside the two real parts are complex conjugates of each other, so the cross terms agree and drop out of the difference:

$$
|g-au|^2-|u-\overline a\,g|^2=(1-|a|^2)\left(|g|^2-|z|^2|f|^2\right).
$$

This is `step_identity`. It holds for all complex $a,z,f,g$, with no bound on $a$. The Lean proof writes every squared modulus in real and imaginary parts and lets `ring` verify the resulting polynomial identity.

## The sum that fixes the sign

Let $D_n=|g_n(z)|^2-|f_n(z)|^2$. Since $|g_n|^2-|z|^2|f_n|^2=D_n+(1-|z|^2)|f_n|^2$, the one-step identity becomes

$$
D_{n+1}=(1-|\alpha_n|^2)\left(D_n+(1-|z|^2)|f_n(z)|^2\right),\qquad D_0=0.
$$

Now define the weighted sum

$$
S_n=\sum_{k=0}^{n-1}\left(\prod_{j=k}^{n-1}(1-|\alpha_j|^2)\right)|f_k(z)|^2,
$$

which is `kernelSum α n z`. Passing from $n$ to $n+1$ multiplies every old weight by $1-|\alpha_n|^2$ and adds the term $(1-|\alpha_n|^2)|f_n(z)|^2$. Hence

$$
S_{n+1}=(1-|\alpha_n|^2)\left(S_n+|f_n(z)|^2\right),\qquad S_0=0.
$$

The quantities $D_n$ and $(1-|z|^2)S_n$ have the same starting value and obey the same recursion, so

$$
|g_n(z)|^2-|f_n(z)|^2=(1-|z|^2)\,S_n .
$$

This is `christoffel_darboux`, the formula at a single point $z$; a kernel with two independent arguments does not appear. In the Lean induction, `hS` is the recursion for $S_n$, and the final `linear_combination` multiplies the induction hypothesis by $1-|\alpha_n|^2$, as in the calculation above.

The functions here are monic and not normalised. For $|\alpha_j|<1$, let $N_n=\prod_{j=0}^{n-1}(1-|\alpha_j|^2)$, with $N_0=1$, and set $\varphi_n=f_n/\sqrt{N_n}$ and $\varphi_n^*=g_n/\sqrt{N_n}$. Dividing the identity by $N_n$ removes the weights:

$$
|\varphi_n^*(z)|^2-|\varphi_n(z)|^2=(1-|z|^2)\sum_{k=0}^{n-1}|\varphi_k(z)|^2 .
$$

When all coefficients lie in the open disc, every weight in $S_n$ is positive. For $n\ge1$ the term $k=0$ is present, and it equals $N_n$ because $f_0=1$. Therefore $S_n\ge N_n>0$. The lemma `kernelSum_pos` records the positivity, using the same term.

For $|z|<1$ and $n\ge1$ the right-hand side of the identity is now a product of two positive numbers, which gives $|f_n(z)|<|g_n(z)|$. Lean argues by contradiction: if $|g_n|\le|f_n|$, squaring makes the left-hand side non-positive.

## Why a zero cannot sit on or outside the circle

Let $|z|\ge1$. The factor $1-|z|^2$ is then at most zero, so the identity gives $|g_n(z)|\le|f_n(z)|$ for every $n$, with equality at $n=0$.

The proof of `phi_ne_zero` is an induction on $n$. The start is $f_0=1$. Suppose $f_n(z)\neq0$ but $f_{n+1}(z)=0$. The recursion then says $zf_n(z)=\overline{\alpha_n}\,g_n(z)$, and taking moduli leads to

$$
|z|\,|f_n(z)|=|\alpha_n|\,|g_n(z)|\le|\alpha_n|\,|f_n(z)|<|f_n(z)|\le|z|\,|f_n(z)|,
$$

which is impossible. The strict step needs both $|\alpha_n|<1$ and $f_n(z)\ne0$. In the code, `hle` is the comparison of the two moduli, `e` is the equality on the left of the chain, and the closing `nlinarith` receives the products that express the last two inequalities.

## Reflection carries the result to the companion

For $z\neq0$ let $w=1/\overline z$, the mirror image of $z$ in the unit circle. The theorem `reflection` states

$$
g_n(z)=z^n\,\overline{f_n(w)},\qquad f_n(z)=z^n\,\overline{g_n(w)} .
$$

Lean encodes the relation between the points as `z * conj w = 1`. Both equations hold at $n=0$. If they hold at $n$, then $z\overline w=1$ gives

$$
\begin{aligned}
g_{n+1}(z)&=z^n\overline{f_n(w)}-\alpha_n z^{n+1}\overline{g_n(w)}\\
&=z^{n+1}\,\overline{w f_n(w)-\overline{\alpha_n}\,g_n(w)}=z^{n+1}\,\overline{f_{n+1}(w)},\\
f_{n+1}(z)&=z^{n+1}\overline{g_n(w)}-\overline{\alpha_n}\,z^n\overline{f_n(w)}\\
&=z^{n+1}\,\overline{g_n(w)-\alpha_n w f_n(w)}=z^{n+1}\,\overline{g_{n+1}(w)} .
\end{aligned}
$$

The two `linear_combination` calls carry out these substitutions.

If $0<|z|\le1$, then $|w|\ge1$, so $f_n(w)\ne0$ and hence $g_n(z)\neq0$. The origin has no mirror image and is treated directly: at $z=0$ the recursion reads $g_{n+1}(0)=g_n(0)$, so $g_n(0)=1$. These are the two cases in `phiStar_ne_zero`.

## A coefficient outside the disc, and the exterior inequality

The theorem `phi_one_eq_zero_iff` says that $f_1(z)=0$ exactly when $z=\overline{\alpha_0}$, whatever the size of $\alpha_0$. With $\alpha_0=2$ the zero is at $z=2$, outside the circle. The comparison inside the disc fails as well, since $|f_1(0)|=2$ while $|g_1(0)|=1$. The borderline value $\alpha_0=1$ already breaks both results: $f_1(z)=z-1$ vanishes on the circle, and $g_1(z)=1-z$ has the same modulus everywhere.

The argument for the interior also settles the exterior. If $|z|>1$, $n\ge1$ and all coefficients lie in the open disc, then $(1-|z|^2)S_n<0$, and therefore $|g_n(z)|<|f_n(z)|$. On the circle the factor $1-|z|^2$ vanishes and the two moduli are equal.
